# A character selection rule for two-electron integrals with an invariant kernel on a finite grid

In a molecule with a mirror plane, the orbitals of a basis that the reflection maps to itself can be chosen even or odd under it. If both kinds occur, some of their two-electron integrals vanish whatever the detailed shape of the orbitals. The question is which integrals symmetry alone forces to zero, when each orbital only picks up a number under every symmetry operation.

```lean
import Mathlib

open scoped ComplexConjugate

namespace HartreeFockSelectionRules

noncomputable section

variable {G X ι : Type*} [Group G] [MulAction G X]

/-- A two-point kernel is invariant when moving both grid points by the same
symmetry operation leaves its value unchanged. -/
def InvariantKernel (G : Type*) {X : Type*} [Group G] [MulAction G X]
    (v : X → X → ℂ) : Prop :=
  ∀ (u : G) (x y : X), v (u • x) (u • y) = v x y

/-- Each orbital `f p` is multiplied by the number `χ p u` when its argument is moved
by the symmetry operation `u`. -/
def SymmetryAdapted (χ : ι → G → ℂ) (f : ι → X → ℂ) : Prop :=
  ∀ (p : ι) (u : G) (x : X), f p (u • x) = χ p u * f p x

/-- The two-electron integral `(pq|rs)` on the grid, with interaction kernel `v`. -/
def eri [Fintype X] (v : X → X → ℂ) (f : ι → X → ℂ) (p q r s : ι) : ℂ :=
  ∑ x, ∑ y, conj (f p x) * f q x * v x y * (conj (f r y) * f s y)

/-- The matrix element of a one-electron operator with kernel `t` on the grid. -/
def core [Fintype X] (t : X → X → ℂ) (f : ι → X → ℂ) (p q : ι) : ℂ :=
  ∑ x, ∑ y, conj (f p x) * t x y * f q y

/-- The closed-shell Fock matrix: core part, Coulomb part and half the exchange part,
for the density matrix `D`. -/
def fock [Fintype X] [Fintype ι] (t v : X → X → ℂ) (f : ι → X → ℂ)
    (D : ι → ι → ℂ) (p q : ι) : ℂ :=
  core t f p q + ∑ r, ∑ s, D s r * (eri v f p q r s - eri v f p s r q / 2)

/-- A double sum over the grid is unchanged when both points are moved by the same
symmetry operation. -/
theorem sum_smul_smul [Fintype X] (u : G) (F : X → X → ℂ) :
    ∑ x, ∑ y, F (u • x) (u • y) = ∑ x, ∑ y, F x y :=
  calc ∑ x, ∑ y, F (u • x) (u • y) = ∑ x, ∑ y, F (u • x) y :=
        Finset.sum_congr rfl fun x _ =>
          Equiv.sum_comp (MulAction.toPerm u) (F (u • x))
    _ = ∑ x, ∑ y, F x y :=
        Equiv.sum_comp (MulAction.toPerm u) (fun x => ∑ y, F x y)

/-- With an invariant kernel, a two-electron integral over symmetry-adapted orbitals equals itself
times the product of the four characters, those of the conjugated orbitals being conjugated. -/
theorem eri_transform [Fintype X] {χ : ι → G → ℂ} {f : ι → X → ℂ} {v : X → X → ℂ}
    (hv : InvariantKernel G v) (hf : SymmetryAdapted χ f) (p q r s : ι) (u : G) :
    eri v f p q r s =
      conj (χ p u) * χ q u * conj (χ r u) * χ s u * eri v f p q r s := by
  -- relabel the grid points, then pull the characters out of the sum
  refine (sum_smul_smul u
    (fun x y => conj (f p x) * f q x * v x y * (conj (f r y) * f s y))).symm.trans ?_
  simp only [eri, Finset.mul_sum]
  refine Finset.sum_congr rfl fun x _ => Finset.sum_congr rfl fun y _ => ?_
  rw [hv u x y, hf p u x, hf q u x, hf r u y, hf s u y, map_mul, map_mul]
  ring

/-- Selection rule for symmetry-adapted orbitals and an invariant kernel: if the two-electron
integral `(pq|rs)` is nonzero, the product of the four characters, with those of `p` and `r`
conjugated, is 1 on the whole group. -/
theorem eri_selection_rule [Fintype X] {χ : ι → G → ℂ} {f : ι → X → ℂ}
    {v : X → X → ℂ} (hv : InvariantKernel G v) (hf : SymmetryAdapted χ f)
    {p q r s : ι} (h : eri v f p q r s ≠ 0) (u : G) :
    conj (χ p u) * χ q u * conj (χ r u) * χ s u = 1 := by
  refine mul_right_cancel₀ h ?_
  rw [one_mul]
  exact (eri_transform hv hf p q r s u).symm

open Classical in
/-- The kernel that is 1 on all pairs of points reached from `(x₀, y₀)` by a common
symmetry operation, and 0 on all other pairs. -/
def pairOrbitKernel (G : Type*) {X : Type*} [Group G] [MulAction G X]
    (x₀ y₀ x y : X) : ℝ :=
  if ∃ u : G, u • x₀ = x ∧ u • y₀ = y then 1 else 0

/-- The indicator kernel of an orbit of pairs is invariant. -/
theorem pairOrbitKernel_invariant (x₀ y₀ : X) :
    InvariantKernel G (fun x y => (pairOrbitKernel G x₀ y₀ x y : ℂ)) := by
  intro u x y
  have key : (∃ g : G, g • x₀ = u • x ∧ g • y₀ = u • y) ↔
      ∃ g : G, g • x₀ = x ∧ g • y₀ = y := by
    constructor
    · rintro ⟨g, h1, h2⟩
      exact ⟨u⁻¹ * g, by rw [mul_smul, h1, inv_smul_smul],
        by rw [mul_smul, h2, inv_smul_smul]⟩
    · rintro ⟨g, h1, h2⟩
      exact ⟨u * g, by rw [mul_smul, h1], by rw [mul_smul, h2]⟩
  have hK : pairOrbitKernel G x₀ y₀ (u • x) (u • y) = pairOrbitKernel G x₀ y₀ x y := by
    unfold pairOrbitKernel
    by_cases h : ∃ g : G, g • x₀ = x ∧ g • y₀ = y
    · rw [if_pos (key.2 h), if_pos h]
    · rw [if_neg (fun h' => h (key.1 h')), if_neg h]
  exact congrArg Complex.ofReal hK

/-- Sharpness: if `p` and `q` are both nonzero at some point, and `r` and `s` at some
point, then the character product is 1 on the whole group exactly when some nonnegative
invariant kernel gives a nonzero integral `(pq|rs)`. -/
theorem selection_rule_sharp [Fintype X] {χ : ι → G → ℂ} {f : ι → X → ℂ}
    (hf : SymmetryAdapted χ f) {p q r s : ι} {x₀ y₀ : X}
    (hp : f p x₀ ≠ 0) (hq : f q x₀ ≠ 0) (hr : f r y₀ ≠ 0) (hs : f s y₀ ≠ 0) :
    (∀ u, conj (χ p u) * χ q u * conj (χ r u) * χ s u = 1) ↔
      ∃ w : X → X → ℝ, (∀ x y, 0 ≤ w x y) ∧
        InvariantKernel G (fun x y => (w x y : ℂ)) ∧
        eri (fun x y => (w x y : ℂ)) f p q r s ≠ 0 := by
  constructor
  · intro hprod
    have hnn : ∀ x y, 0 ≤ pairOrbitKernel G x₀ y₀ x y := by
      intro x y
      unfold pairOrbitKernel
      split_ifs <;> norm_num
    refine ⟨pairOrbitKernel G x₀ y₀, hnn, pairOrbitKernel_invariant x₀ y₀, ?_⟩
    -- on the orbit the integrand keeps its value at the starting pair
    have hsum : eri (fun x y => (pairOrbitKernel G x₀ y₀ x y : ℂ)) f p q r s =
        ((∑ x, ∑ y, pairOrbitKernel G x₀ y₀ x y : ℝ) : ℂ) *
          (conj (f p x₀) * f q x₀ * (conj (f r y₀) * f s y₀)) := by
      simp only [eri, Complex.ofReal_sum, Finset.sum_mul]
      refine Finset.sum_congr rfl fun x _ => Finset.sum_congr rfl fun y _ => ?_
      by_cases h : ∃ u : G, u • x₀ = x ∧ u • y₀ = y
      · obtain ⟨u, rfl, rfl⟩ := h
        rw [hf p u x₀, hf q u x₀, hf r u y₀, hf s u y₀, map_mul, map_mul]
        linear_combination (pairOrbitKernel G x₀ y₀ (u • x₀) (u • y₀) : ℂ) *
          (conj (f p x₀) * f q x₀ * (conj (f r y₀) * f s y₀)) * hprod u
      · have hK : pairOrbitKernel G x₀ y₀ x y = 0 := if_neg h
        rw [hK]
        simp
    have hone : pairOrbitKernel G x₀ y₀ x₀ y₀ = 1 :=
      if_pos ⟨1, one_smul G x₀, one_smul G y₀⟩
    have hpos : 0 < ∑ x, ∑ y, pairOrbitKernel G x₀ y₀ x y :=
      Finset.sum_pos' (fun x _ => Finset.sum_nonneg fun y _ => hnn x y)
        ⟨x₀, Finset.mem_univ _, Finset.sum_pos' (fun y _ => hnn x₀ y)
          ⟨y₀, Finset.mem_univ _, by rw [hone]; exact one_pos⟩⟩
    rw [hsum]
    have hc : ∀ z : ℂ, z ≠ 0 → conj z ≠ 0 := fun z hz => (map_ne_zero _).2 hz
    exact mul_ne_zero (Complex.ofReal_ne_zero.2 hpos.ne')
      (mul_ne_zero (mul_ne_zero (hc _ hp) hq) (mul_ne_zero (hc _ hr) hs))
  · rintro ⟨w, _, hw, hne⟩ u
    exact eri_selection_rule hw hf hne u

/-- If the density matrix couples only orbitals of equal unit-modulus character, then
so does the Fock matrix built from it with invariant kernels. -/
theorem fock_selection_rule [Fintype X] [Fintype ι] {χ : ι → G → ℂ} {f : ι → X → ℂ}
    {t v : X → X → ℂ} {D : ι → ι → ℂ} (ht : InvariantKernel G t)
    (hv : InvariantKernel G v) (hf : SymmetryAdapted χ f)
    (hχ : ∀ p u, ‖χ p u‖ = 1) (hD : ∀ r s, D r s ≠ 0 → χ r = χ s)
    {p q : ι} (h : fock t v f D p q ≠ 0) : χ p = χ q := by
  funext u
  have unit : ∀ r, conj (χ r u) * χ r u = 1 := by
    intro r
    rw [mul_comm, Complex.mul_conj, Complex.normSq_eq_norm_sq, hχ r u]
    norm_num
  have hcore : core t f p q = conj (χ p u) * χ q u * core t f p q := by
    refine (sum_smul_smul u (fun x y => conj (f p x) * t x y * f q y)).symm.trans ?_
    simp only [core, Finset.mul_sum]
    refine Finset.sum_congr rfl fun x _ => Finset.sum_congr rfl fun y _ => ?_
    rw [ht u x y, hf p u x, hf q u y, map_mul]
    ring
  -- the characters of the density pair cancel in Coulomb and exchange terms alike
  have hterm : ∀ r s, D s r * (eri v f p q r s - eri v f p s r q / 2) =
      conj (χ p u) * χ q u * (D s r * (eri v f p q r s - eri v f p s r q / 2)) := by
    intro r s
    by_cases h0 : D s r = 0
    · rw [h0]
      ring
    · have e : conj (χ r u) * χ s u = 1 := by
        rw [hD s r h0]
        exact unit r
      linear_combination D s r * eri_transform hv hf p q r s u
        - D s r / 2 * eri_transform hv hf p s r q u
        + D s r * conj (χ p u) * χ q u * (eri v f p q r s - eri v f p s r q / 2) * e
  have hF : fock t v f D p q = conj (χ p u) * χ q u * fock t v f D p q := by
    unfold fock
    rw [mul_add, ← hcore, Finset.mul_sum]
    congr 1
    refine Finset.sum_congr rfl fun r _ => ?_
    rw [Finset.mul_sum]
    exact Finset.sum_congr rfl fun s _ => hterm r s
  have hc : conj (χ p u) * χ q u = 1 :=
    mul_right_cancel₀ h (by rw [one_mul]; exact hF.symm)
  linear_combination χ q u * unit p - χ p u * hc

/-- Orbitals of a two-site dimer with sites `1` and `-1`: orbital 0 is constant,
orbital 1 changes sign between the sites. -/
def dimerOrbital (k : Fin 2) (x : ℤˣ) : ℂ := ((x : ℤ) : ℂ) ^ (k : ℕ)

/-- A dimer interaction of strength 2 on the same site and 1 between the sites. -/
def dimerKernel (x y : ℤˣ) : ℂ := if x = y then 2 else 1

/-- The dimer, with the group of two elements exchanging its sites, has an invariant
kernel, symmetry-adapted orbitals with unit-modulus characters, and `(01|01) = 2`. -/
theorem dimer_witness :
    InvariantKernel ℤˣ dimerKernel ∧ SymmetryAdapted dimerOrbital dimerOrbital ∧
      (∀ k u, ‖dimerOrbital k u‖ = 1) ∧ eri dimerKernel dimerOrbital 0 1 0 1 = 2 := by
  refine ⟨?_, ?_, ?_, ?_⟩
  · intro u x y
    simp [dimerKernel, smul_eq_mul]
  · intro k u x
    simp [dimerOrbital, smul_eq_mul, mul_pow]
  · intro k u
    rcases Int.units_eq_one_or u with rfl | rfl <;> simp [dimerOrbital]
  · have hs : ∀ F : ℤˣ → ℂ, ∑ x, F x = F 1 + F (-1) := by
      intro F
      rw [show (Finset.univ : Finset ℤˣ) = {1, -1} from by decide]
      exact Finset.sum_pair (by decide)
    have h1 : (1 : ℤˣ) ≠ -1 := by decide
    have h2 : (-1 : ℤˣ) ≠ 1 := by decide
    simp only [eri, hs, dimerKernel, dimerOrbital, if_neg h1, if_neg h2, if_true]
    norm_num

end

end HartreeFockSelectionRules
```

```lean
#print axioms HartreeFockSelectionRules.eri_selection_rule
#print axioms HartreeFockSelectionRules.selection_rule_sharp
#print axioms HartreeFockSelectionRules.fock_selection_rule
```

```
'HartreeFockSelectionRules.eri_selection_rule' depends on axioms: [propext, Classical.choice, Quot.sound]
'HartreeFockSelectionRules.selection_rule_sharp' depends on axioms: [propext, Classical.choice, Quot.sound]
'HartreeFockSelectionRules.fock_selection_rule' depends on axioms: [propext, Classical.choice, Quot.sound]
```

## Orbitals, kernels and characters

Space is a finite grid $X$, on which a group $G$ acts by moving points: $u \in G$ sends $x$ to $ux$. The orbitals $f_p$ are complex functions on $X$, and `SymmetryAdapted` says that

$$f_p(ux) = \chi_p(u)\, f_p(x).$$

The interaction is a complex function $v(x,y)$. `InvariantKernel` requires $v(ux,uy)=v(x,y)$, as holds for an interaction that depends only on distance when the operations preserve distances. The integral `eri` is in charge-density order, with the first and third orbitals conjugated:

$$(pq|rs)=\sum_{x,y} f_p^*(x) f_q(x)\, v(x,y)\, f_r^*(y) f_s(y).$$

The main theorem, `eri_selection_rule`, states that if $(pq|rs)\neq 0$, then $\chi_p^*(u)\chi_q(u)\chi_r^*(u)\chi_s(u)=1$ for every $u\in G$. It needs neither a finite group nor unit modulus, and $\chi_p$ enters simply as a function from $G$ to $\mathbb{C}$. For a nonzero orbital, the transformation law itself makes $\chi_p$ multiplicative, and invariance of $\sum_x |f_p(x)|^2$ gives it modulus one.

The grid replaces continuous space, so the Coulomb singularity and convergence of integrals do not arise. Orbitals need not be normalised or orthogonal.

## Moving both electrons together

Each $u$ permutes the grid, so a double sum is unchanged when both points are moved by $u$. Apply this to the integral and insert the transformation laws:

$$\begin{aligned}
(pq|rs)&=\sum_{x,y} f_p^*(ux) f_q(ux)\, v(ux,uy)\, f_r^*(uy) f_s(uy)\\
&=\chi_p^*(u)\chi_q(u)\chi_r^*(u)\chi_s(u)\,(pq|rs).
\end{aligned}$$

If the integral is nonzero, dividing by it gives the rule.

The Lean proof follows these lines. `sum_smul_smul` relabels first the inner sum and then the outer one. `eri_transform` rewrites the kernel and the four orbitals, and `ring` collects the factors. The selection rule then cancels the nonzero integral with `mul_right_cancel₀`.

## When the rule permits an integral

A permitted integral may still vanish for a particular kernel. `selection_rule_sharp` therefore asks whether some invariant kernel makes it nonzero. It assumes a point $x_0$ where $f_p$ and $f_q$ are both nonzero, and a point $y_0$ where $f_r$ and $f_s$ are. Under this overlap condition, the character product is 1 on all of $G$ exactly when some nonnegative real invariant kernel gives $(pq|rs)\neq0$.

One direction is the selection rule. For the other, let the kernel be 1 on every pair $(ux_0,uy_0)$ and 0 elsewhere. It is invariant because a further symmetry operation only moves pairs within this orbit; `pairOrbitKernel_invariant` shows this by multiplying group elements by $u$ or $u^{-1}$. On the orbit, the four orbital factors acquire the character product, which is 1, so every term has its value at the starting pair. With $N$ pairs in the orbit,

$$(pq|rs)=N f_p^*(x_0)f_q(x_0)f_r^*(y_0)f_s(y_0)\neq0.$$

In Lean, `hsum` establishes this factorisation, with $N$ written as the sum of the kernel, and `hpos` shows that $N>0$. This kernel need not be symmetric under exchange of $x$ and $y$, as the physical interaction between two electrons is; the theorem does not ask for that symmetry.

## Symmetry blocks in the Fock matrix

The closed-shell Fock matrix in `fock` is

$$F_{pq}=h_{pq}+\sum_{r,s}D_{sr}\left[(pq|rs)-\tfrac12(ps|rq)\right],$$

where $h_{pq}=\sum_{x,y}f_p^*(x)t(x,y)f_q(y)$ comes from an invariant one-electron kernel $t$, and $D$ is the density matrix, with double occupation included in it.

`fock_selection_rule` assumes unit-modulus characters and a density matrix that couples only orbitals of equal character. The second condition says that the density matrix does not break the symmetry; it is assumed, not derived from a self-consistent solution. The conclusion is that $F_{pq}\neq0$ implies $\chi_p=\chi_q$.

Relabelling gives $h_{pq}=\chi_p^*(u)\chi_q(u)h_{pq}$. The Coulomb and exchange integrals both carry $\chi_p^*\chi_q\chi_r^*\chi_s$, and wherever $D_{sr}\neq0$ the factor $\chi_r^*\chi_s$ is 1. Hence $F_{pq}=\chi_p^*(u)\chi_q(u)F_{pq}$. For a nonzero element, $\chi_p^*(u)\chi_q(u)=1$, and multiplying by $\chi_p(u)$ gives $\chi_q(u)=\chi_p(u)$. The steps `hcore`, `hterm` and `hF` carry out this calculation.

In electronic-structure calculations with one-dimensional symmetry labels and a finite basis, such rules allow forbidden integrals to be skipped and, as long as the density matrix keeps the symmetry, the Fock matrix to be treated in blocks.

## A dimer with two sites

Let the sites be $1$ and $-1$, exchanged by multiplication with $-1$. The orbitals are $f_0(x)=1$ and $f_1(x)=x$, and the same functions serve as their characters. The kernel is 2 on the same site and 1 between sites. Then

$$(01|01)=\sum_{x,y}xy\,v(x,y)=2-1-1+2=2,$$

the value in `dimer_witness`. Normalising each orbital by $1/\sqrt2$ turns it into $1/2$. By contrast, $(00|01)$ has character product $-1$ under the exchange, and indeed

$$(00|01)=\sum_{x,y}y\,v(x,y)=2-1+1-2=0.$$

## Degenerate orbitals

A different model would let a symmetry operation mix the members of a degenerate set, with a matrix in place of the number $\chi_p(u)$. That would cover the representations of molecular point groups with dimension greater than one. The condition on a product of numbers would become one on the product of the four representations, with those of $p$ and $r$ conjugated: if it does not contain the trivial representation, every integral in the corresponding block vanishes.
